# A spin rotation removes constant Rashba coupling from the one-dimensional wire equation, up to an energy shift

Set $\hbar=1$ and let $\sigma_y=\begin{pmatrix}0&-i\\ i&0\end{pmatrix}$. An electron in a single-channel wire has mass $m>0$, a constant real Rashba coupling $\alpha$ and a real potential $V(x)$. Its two-component spinor $\psi$ obeys

$$-\frac{\psi''}{2m}-i\alpha\sigma_y\psi'+V\psi=E\psi .$$

I write $\psi(x)=e^{-im\alpha x\sigma_y}\varphi(x)$ with $\varphi$ twice differentiable. The claim is that $\psi$ solves this equation exactly when

$$-\frac{\varphi''}{2m}+V\varphi=\Big(E+\frac{m\alpha^2}{2}\Big)\varphi .$$

How is this derived with every sign and factor in place, and can it be stated and proved in Lean 4 with the true matrix exponential?

## Moving the rotation through the derivatives

Put $\kappa=m\alpha$ and $U(x)=e^{-i\kappa x\sigma_y}$. Since $\sigma_y^2=1$, the exponential series splits into its even and odd parts:

$$U(x)=\cos(\kappa x)-i\sigma_y\sin(\kappa x)=\begin{pmatrix}\cos\kappa x&-\sin\kappa x\\ \sin\kappa x&\cos\kappa x\end{pmatrix}.$$

This matrix commutes with $\sigma_y$, has the inverse $U(-x)$, and satisfies $U'=-i\kappa U\sigma_y$. The product rule gives

$$\psi'=U(\varphi'-i\kappa\sigma_y\varphi).$$

Applying the same rule to the spinor in brackets gives

$$\psi''=U(\varphi''-2i\kappa\sigma_y\varphi'-\kappa^2\varphi).$$

With $\kappa=m\alpha$, the kinetic and Rashba terms become

$$-\frac{\psi''}{2m}=U\Big(-\frac{\varphi''}{2m}+i\alpha\sigma_y\varphi'+\frac{m\alpha^2}{2}\varphi\Big),$$

$$-i\alpha\sigma_y\psi'=U\big(-i\alpha\sigma_y\varphi'-m\alpha^2\varphi\big).$$

The terms in $\varphi'$ cancel in the sum. The potential is a scalar at each point, so it passes through $U$, and

$$-\frac{\psi''}{2m}-i\alpha\sigma_y\psi'+V\psi=U\Big(-\frac{\varphi''}{2m}+V\varphi-\frac{m\alpha^2}{2}\varphi\Big).$$

Setting this equal to $E\psi=U(E\varphi)$ and multiplying by $U^{-1}$ gives the equation for $\varphi$. Every step can be reversed, which proves both directions.

## The wire equation as Lean states it

A spinor field is a function `ℝ → Fin 2 → ℂ`, with components numbered 0 and 1. `gauge κ x` is $U(x)$, defined by `NormedSpace.exp`, and `dress κ φ` is the spinor $U\varphi$. The operators `rashbaH` and `freeH` are the left-hand sides of the two equations, written with `deriv`; `freeH` still contains $V$ and lacks only the spin-orbit term.

The main theorem, `rashba_iff_free`, says that the Rashba equation for `dress (m * α) φ` holds at all $x$ if and only if the equation for `φ` holds at all $x$, with the energy raised by $m\alpha^2/2$. It assumes that $\varphi$ and $\varphi'$ are differentiable everywhere. The mass need only be nonzero, and $V$ may be any real function. At a jump of $V$, however, a solution that is nonzero there has no second derivative, so sharp heterostructure steps do not fit the hypotheses.

Three further theorems complete the picture:

- `exists_undressed`: every twice differentiable $\psi$ has the form $U\varphi$ with $\varphi$ twice differentiable, so the substitution misses no such solution.
- `density_dress`: $|\psi_0|^2+|\psi_1|^2=|\varphi_0|^2+|\varphi_1|^2$ at every point.
- `periodic_dress_iff`: $\psi$ has period $L$ if and only if $\varphi(x+L)=e^{i\kappa L\sigma_y}\varphi(x)$. On a closed wire the coupling can therefore survive in the boundary condition. The spin axis is fixed here, whereas in a curved ring the Rashba axis turns with the wire.

The model has one channel, constant $\alpha$ and no magnetic field. The theorems concern solutions of differential equations; self-adjointness and spectra are not treated.

```lean
import Mathlib

open Matrix
open NormedSpace
open Complex (I)

namespace RashbaWireGauge

noncomputable section

/-- The Pauli matrix `σ_y`. -/
def sigmaY : Matrix (Fin 2) (Fin 2) ℂ := !![0, -I; I, 0]

/-- The spin rotation `exp(-i κ x σ_y)`. -/
def gauge (κ x : ℝ) : Matrix (Fin 2) (Fin 2) ℂ :=
  NormedSpace.exp ((-(I * ((κ * x : ℝ) : ℂ))) • sigmaY)

/-- The dressed spinor `ψ(x) = exp(-i κ x σ_y) φ(x)`. -/
def dress (κ : ℝ) (φ : ℝ → Fin 2 → ℂ) : ℝ → Fin 2 → ℂ :=
  fun x => gauge κ x *ᵥ φ x

/-- The wire Hamiltonian without spin-orbit coupling, `-φ''/(2m) + V φ`. -/
def freeH (m : ℝ) (V : ℝ → ℝ) (φ : ℝ → Fin 2 → ℂ) (x : ℝ) : Fin 2 → ℂ :=
  (-1 / (2 * (m : ℂ))) • deriv (deriv φ) x + (V x : ℂ) • φ x

/-- The Rashba wire Hamiltonian, `-ψ''/(2m) - i α σ_y ψ' + V ψ`. -/
def rashbaH (m α : ℝ) (V : ℝ → ℝ) (ψ : ℝ → Fin 2 → ℂ) (x : ℝ) : Fin 2 → ℂ :=
  (-1 / (2 * (m : ℂ))) • deriv (deriv ψ) x - (I * (α : ℂ)) • (sigmaY *ᵥ deriv ψ x)
    + (V x : ℂ) • ψ x

/-- The exponential `exp(-i κ x σ_y)` is the real rotation by the angle `κ x`. -/
theorem gauge_eq_rotation (κ x : ℝ) :
    gauge κ x = !![(Real.cos (κ * x) : ℂ), -(Real.sin (κ * x) : ℂ);
      (Real.sin (κ * x) : ℂ), (Real.cos (κ * x) : ℂ)] := by
  unfold gauge
  generalize κ * x = t
  -- the columns of `P` are the eigenvectors of `σ_y`
  let P : (Matrix (Fin 2) (Fin 2) ℂ)ˣ :=
    ⟨!![1, 1; I, -I], !![1 / 2, -I / 2; 1 / 2, I / 2],
      by
        ext i j
        fin_cases i <;> fin_cases j <;> simp [Matrix.mul_apply, Fin.sum_univ_two] <;>
          (try ring_nf)
        all_goals (simp only [Complex.I_sq]; ring),
      by
        ext i j
        fin_cases i <;> fin_cases j <;> simp [Matrix.mul_apply, Fin.sum_univ_two] <;>
          (try ring_nf) <;> (try simp only [Complex.I_sq]) <;> (try ring)⟩
  have key : ∀ a b : ℂ, (P : Matrix (Fin 2) (Fin 2) ℂ) * diagonal ![a, b] *
      ((P⁻¹ : (Matrix (Fin 2) (Fin 2) ℂ)ˣ) : Matrix (Fin 2) (Fin 2) ℂ) =
      !![(a + b) / 2, I * (b - a) / 2; I * (a - b) / 2, (a + b) / 2] := by
    intro a b
    have hD : diagonal ![a, b] = !![a, 0; 0, b] := by
      ext i j
      fin_cases i <;> fin_cases j <;> rfl
    change !![1, 1; I, -I] * diagonal ![a, b] * !![1 / 2, -I / 2; 1 / 2, I / 2] = _
    rw [hD]
    ext i j
    fin_cases i <;> fin_cases j <;>
      simp [Matrix.mul_apply, Fin.sum_univ_two] <;>
      (try ring_nf)
    all_goals (simp only [Complex.I_sq]; ring)
  have h : (-(I * (t : ℂ))) • sigmaY = (P : Matrix (Fin 2) (Fin 2) ℂ) *
      diagonal ![-(I * (t : ℂ)), I * (t : ℂ)] *
      ((P⁻¹ : (Matrix (Fin 2) (Fin 2) ℂ)ˣ) : Matrix (Fin 2) (Fin 2) ℂ) := by
    rw [key]
    ext i j
    fin_cases i <;> fin_cases j <;> simp [sigmaY] <;> (try ring)
  have he : NormedSpace.exp ![-(I * (t : ℂ)), I * (t : ℂ)] =
      ![(Real.cos t : ℂ) - Real.sin t * I, (Real.cos t : ℂ) + Real.sin t * I] := by
    ext i
    have hp (v : Fin 2 → ℂ) : NormedSpace.exp v i = NormedSpace.exp (v i) :=
      NormedSpace.map_exp (Pi.evalRingHom (fun _ : Fin 2 => ℂ) i) (continuous_apply i) v
    rw [hp, ← Complex.exp_eq_exp_ℂ, Complex.ofReal_cos, Complex.ofReal_sin]
    fin_cases i
    · change Complex.exp (-(I * (t : ℂ))) = Complex.cos t - Complex.sin t * I
      rw [show -(I * (t : ℂ)) = (-(t : ℂ)) * I by ring, Complex.exp_mul_I,
        Complex.cos_neg, Complex.sin_neg]
      ring
    · change Complex.exp (I * (t : ℂ)) = Complex.cos t + Complex.sin t * I
      rw [mul_comm, Complex.exp_mul_I]
  rw [h, Matrix.exp_units_conj, Matrix.exp_diagonal, he, key]
  generalize (Real.cos t : ℂ) = c
  generalize (Real.sin t : ℂ) = s
  congr 1
  ext i j
  fin_cases i <;> fin_cases j <;> simp <;>
    (try ring_nf) <;> (try simp only [Complex.I_sq]) <;> (try ring)

lemma gauge_mulVec (κ x : ℝ) (v : Fin 2 → ℂ) :
    gauge κ x *ᵥ v = ![(Real.cos (κ * x) : ℂ) * v 0 - (Real.sin (κ * x) : ℂ) * v 1,
      (Real.sin (κ * x) : ℂ) * v 0 + (Real.cos (κ * x) : ℂ) * v 1] := by
  rw [gauge_eq_rotation]
  ext i
  fin_cases i <;> simp [Matrix.mulVec, dotProduct, Fin.sum_univ_two, sub_eq_add_neg]

lemma spin_mulVec (κ : ℝ) (v : Fin 2 → ℂ) :
    (I * (κ : ℂ)) • (sigmaY *ᵥ v) = ![(κ : ℂ) * v 1, (-(κ : ℂ)) * v 0] := by
  ext i
  fin_cases i <;> simp [sigmaY, Matrix.mulVec, dotProduct, Fin.sum_univ_two]
  · linear_combination (-(κ : ℂ) * v 1) * Complex.I_sq
  · linear_combination ((κ : ℂ) * v 0) * Complex.I_sq

/-- Spin rotations along the wire compose: the rotation for a displacement `x + y` is the one for
`y` followed by the one for `x`. -/
theorem gauge_add (κ x y : ℝ) (v : Fin 2 → ℂ) :
    gauge κ (x + y) *ᵥ v = gauge κ x *ᵥ (gauge κ y *ᵥ v) := by
  simp only [gauge_mulVec, mul_add, Real.cos_add, Real.sin_add]
  ext i
  fin_cases i <;> simp <;> ring

lemma gauge_cancel (κ x : ℝ) (v : Fin 2 → ℂ) :
    gauge κ x *ᵥ (gauge κ (-x) *ᵥ v) = v := by
  rw [← gauge_add, add_neg_cancel, gauge_mulVec]
  ext i
  fin_cases i <;> simp

lemma gauge_inj (κ x : ℝ) (v w : Fin 2 → ℂ) :
    gauge κ x *ᵥ v = gauge κ x *ᵥ w ↔ v = w := by
  refine ⟨fun h => ?_, fun h => by rw [h]⟩
  have h' := congrArg (fun u => gauge κ (-x) *ᵥ u) h
  have c := gauge_cancel κ (-x)
  rw [neg_neg] at c
  simpa only [c] using h'

/-- The derivative of a dressed spinor is the rotation `exp(-i κ x σ_y)` applied to `φ' - i κ σ_y
φ`. -/
theorem hasDerivAt_dress (κ : ℝ) {φ : ℝ → Fin 2 → ℂ} {φ' : Fin 2 → ℂ} {x : ℝ}
    (h : HasDerivAt φ φ' x) :
    HasDerivAt (dress κ φ) (gauge κ x *ᵥ (φ' - (I * (κ : ℂ)) • (sigmaY *ᵥ φ x))) x := by
  have hl : HasDerivAt (fun y : ℝ => κ * y) κ x := by
    simpa using (hasDerivAt_id' x).const_mul κ
  have hc := hl.cos.ofReal_comp
  have hs := hl.sin.ofReal_comp
  rw [hasDerivAt_pi] at h
  unfold dress
  simp only [gauge_mulVec, spin_mulVec]
  rw [hasDerivAt_pi]
  refine Fin.forall_fin_two.2 ⟨?_, ?_⟩
  · refine ((hc.fun_mul (h 0)).fun_sub (hs.fun_mul (h 1))).congr_deriv ?_
    simp
    ring
  · refine ((hs.fun_mul (h 0)).fun_add (hc.fun_mul (h 1))).congr_deriv ?_
    simp
    ring

lemma hasDerivAt_spin (κ : ℝ) {φ : ℝ → Fin 2 → ℂ} {φ' : Fin 2 → ℂ} {x : ℝ}
    (h : HasDerivAt φ φ' x) :
    HasDerivAt (fun y => (I * (κ : ℂ)) • (sigmaY *ᵥ φ y))
      ((I * (κ : ℂ)) • (sigmaY *ᵥ φ')) x := by
  rw [hasDerivAt_pi] at h
  simp only [spin_mulVec]
  rw [hasDerivAt_pi]
  exact Fin.forall_fin_two.2 ⟨(h 1).const_mul (κ : ℂ), (h 0).const_mul (-(κ : ℂ))⟩

lemma deriv_dress (κ : ℝ) {φ : ℝ → Fin 2 → ℂ} (h : Differentiable ℝ φ) :
    deriv (dress κ φ) =
      dress κ (fun x => deriv φ x - (I * (κ : ℂ)) • (sigmaY *ᵥ φ x)) :=
  funext fun x => (hasDerivAt_dress κ (h x).hasDerivAt).deriv

/-- On dressed spinors with `κ = m α`, the Rashba Hamiltonian acts as the Hamiltonian without
spin-orbit coupling, lowered by `m α² / 2`. -/
theorem rashbaH_dress {m : ℝ} (hm : m ≠ 0) (α : ℝ) (V : ℝ → ℝ) {φ : ℝ → Fin 2 → ℂ}
    (h1 : Differentiable ℝ φ) (h2 : Differentiable ℝ (deriv φ)) (x : ℝ) :
    rashbaH m α V (dress (m * α) φ) x =
      gauge (m * α) x *ᵥ (freeH m V φ x - ((m : ℂ) * (α : ℂ) ^ 2 / 2) • φ x) := by
  have hm' : (m : ℂ) ≠ 0 := Complex.ofReal_ne_zero.2 hm
  have hd := (hasDerivAt_dress (m * α)
    ((h2 x).hasDerivAt.fun_sub (hasDerivAt_spin (m * α) (h1 x).hasDerivAt))).deriv
  unfold rashbaH freeH
  rw [deriv_dress _ h1, hd]
  simp only [dress, gauge_mulVec, spin_mulVec]
  generalize (Real.cos (m * α * x) : ℂ) = c
  generalize (Real.sin (m * α * x) : ℂ) = s
  -- the terms linear in `φ'` cancel in each spin component
  ext i
  fin_cases i <;> simp [vecHead, vecTail] <;> field_simp <;> ring

/-- Gauging away Rashba coupling: `ψ = exp(-i m α x σ_y) φ` solves the Rashba wire equation at
energy `E` iff `φ` solves the equation without spin-orbit coupling at energy `E + m α² / 2`. -/
theorem rashba_iff_free {m : ℝ} (hm : m ≠ 0) (α E : ℝ) (V : ℝ → ℝ) {φ : ℝ → Fin 2 → ℂ}
    (h1 : Differentiable ℝ φ) (h2 : Differentiable ℝ (deriv φ)) :
    (∀ x, rashbaH m α V (dress (m * α) φ) x = (E : ℂ) • dress (m * α) φ x) ↔
      ∀ x, freeH m V φ x = ((E : ℂ) + (m : ℂ) * (α : ℂ) ^ 2 / 2) • φ x := by
  refine forall_congr' fun x => ?_
  rw [rashbaH_dress hm α V h1 h2, dress, ← Matrix.mulVec_smul, gauge_inj,
    sub_eq_iff_eq_add, ← add_smul]

/-- Every twice differentiable spinor is the dressed form of a twice differentiable spinor. -/
theorem exists_undressed (κ : ℝ) {ψ : ℝ → Fin 2 → ℂ}
    (h1 : Differentiable ℝ ψ) (h2 : Differentiable ℝ (deriv ψ)) :
    ∃ φ : ℝ → Fin 2 → ℂ, Differentiable ℝ φ ∧ Differentiable ℝ (deriv φ) ∧
      dress κ φ = ψ := by
  refine ⟨dress (-κ) ψ,
    fun x => (hasDerivAt_dress (-κ) (h1 x).hasDerivAt).differentiableAt, ?_, ?_⟩
  · rw [deriv_dress _ h1]
    exact fun x => (hasDerivAt_dress (-κ) ((h2 x).hasDerivAt.fun_sub
      (hasDerivAt_spin (-κ) (h1 x).hasDerivAt))).differentiableAt
  · funext x
    have hg : gauge (-κ) x = gauge κ (-x) := by
      unfold gauge
      rw [show -κ * x = κ * -x by ring]
    simp only [dress, hg, gauge_cancel]

/-- The dressed spinor has the same local probability density as the original one. -/
theorem density_dress (κ : ℝ) (φ : ℝ → Fin 2 → ℂ) (x : ℝ) :
    ∑ i, ‖dress κ φ x i‖ ^ 2 = ∑ i, ‖φ x i‖ ^ 2 := by
  have h := Real.sin_sq_add_cos_sq (κ * x)
  simp only [dress, gauge_mulVec, Fin.sum_univ_two, Complex.sq_norm, Complex.normSq_apply]
  generalize Real.cos (κ * x) = c at *
  generalize Real.sin (κ * x) = s at *
  simp
  linear_combination ((φ x 0).re ^ 2 + (φ x 0).im ^ 2 + (φ x 1).re ^ 2 + (φ x 1).im ^ 2) * h

/-- On a ring of length `L`, the dressed spinor is periodic iff the original spinor obeys the
spin-rotated boundary condition `φ(x + L) = exp(i κ L σ_y) φ(x)`. -/
theorem periodic_dress_iff (κ L : ℝ) (φ : ℝ → Fin 2 → ℂ) :
    (∀ x, dress κ φ (x + L) = dress κ φ x) ↔
      ∀ x, φ (x + L) = gauge κ (-L) *ᵥ φ x := by
  refine forall_congr' fun x => ?_
  unfold dress
  rw [gauge_add, gauge_inj, ← gauge_inj κ L (φ (x + L)), gauge_cancel]

end

end RashbaWireGauge
```

```lean
#print axioms RashbaWireGauge.rashba_iff_free
#print axioms RashbaWireGauge.exists_undressed
#print axioms RashbaWireGauge.density_dress
#print axioms RashbaWireGauge.periodic_dress_iff
```

```
'RashbaWireGauge.rashba_iff_free' depends on axioms: [propext, Classical.choice, Quot.sound]
'RashbaWireGauge.exists_undressed' depends on axioms: [propext, Classical.choice, Quot.sound]
'RashbaWireGauge.density_dress' depends on axioms: [propext, Classical.choice, Quot.sound]
'RashbaWireGauge.periodic_dress_iff' depends on axioms: [propext, Classical.choice, Quot.sound]
```

## From the matrix exponential to the equivalence

`gauge_eq_rotation` finds the rotation matrix by diagonalising $\sigma_y$, where the derivation above used the series. The columns of `P` are the eigenvectors $(1,i)$ and $(1,-i)$; `Matrix.exp_units_conj` and `Matrix.exp_diagonal` reduce the exponential to the scalars $e^{\mp i\kappa x}$, and Euler's formula does the rest. `gauge_mulVec` and `spin_mulVec` then write the actions of $U$ and $i\kappa\sigma_y$ in components.

The addition formulas for sine and cosine give `gauge_add`, that is, $U(x+y)=U(x)U(y)$. From it follow the inverse (`gauge_cancel`) and the right to cancel $U$ from both sides of an equation (`gauge_inj`).

`hasDerivAt_dress` is the formula for $\psi'$, proved by the product rule in each component. `hasDerivAt_spin` differentiates $i\kappa\sigma_y\varphi$, so that the formula can be applied a second time. In `rashbaH_dress` both derivatives are inserted and the two components are written out; `field_simp` clears the mass from the denominators, and `ring` confirms the cancellation of the $\varphi'$ terms and the remaining shift.

`rashba_iff_free` works at each $x$ separately: it rewrites the left side with `rashbaH_dress`, moves $E$ inside the rotation, cancels $U(x)$ and takes the shift to the other side.

Among the further theorems, `exists_undressed` undoes the rotation with `dress (-κ) ψ`, and `density_dress` rests on $\sin^2+\cos^2=1$. For `periodic_dress_iff`, the group law splits $U(x+L)$ into $U(x)U(L)$; cancelling $U(x)$ leaves $U(L)\varphi(x+L)=\varphi(x)$.

## Simulation practice and a Zeeman field along the spin axis

For envelope-function calculations in this single-channel model with smooth confinement on an open line, the result supplies a check: changing a constant $\alpha$ should move the bound-state energies by $-m\alpha^2/2$ relative to $\alpha=0$ and leave the densities alone, apart from discretisation error.

The same argument accommodates a uniform Zeeman term $B\sigma_y$. It commutes with $U$, so adding $B\sigma_y\psi$ to the left side of the Rashba equation adds $B\sigma_y\varphi$ to the left side of the other, with the same energy shift.
